# Roothaan iterations with a trace-symmetric mean field never raise the two-density energy

When an undamped SCF run does not settle, compare each density with the one two iterations back: a small difference there, beside a large one between neighbours, points to an alternation between two densities, which may themselves still drift slowly. Behind this test stands an energy of two successive densities, which cannot increase if the mean field is symmetric under the trace, the starting density lies in a fixed admissible set, and each new density minimises the current Fock energy over that set.

```lean
import Mathlib

open Matrix Filter Topology

namespace RoothaanDescent

noncomputable section

variable {ι : Type*} [Fintype ι]

/-- The real part of the trace of a complex matrix. -/
def rtr (A : Matrix ι ι ℂ) : ℝ := A.trace.re

/-- The Fock matrix `F(D) = h + G(D)`. -/
def fock (h : Matrix ι ι ℂ) (G : Matrix ι ι ℂ → Matrix ι ι ℂ) (D : Matrix ι ι ℂ) :
    Matrix ι ι ℂ := h + G D

/-- The Hartree-Fock energy `tr(h D) + tr(D G(D)) / 2`. -/
def hfEnergy (h : Matrix ι ι ℂ) (G : Matrix ι ι ℂ → Matrix ι ι ℂ) (D : Matrix ι ι ℂ) : ℝ :=
  rtr (h * D) + rtr (D * G D) / 2

/-- The two-density functional `tr(h A) + tr(h B) + tr(A G(B))`. -/
def pairEnergy (h : Matrix ι ι ℂ) (G : Matrix ι ι ℂ → Matrix ι ι ℂ)
    (A B : Matrix ι ι ℂ) : ℝ := rtr (h * A) + rtr (h * B) + rtr (A * G B)

/-- The mean field is self-adjoint for the trace pairing: `tr(A G(B)) = tr(B G(A))`. -/
def TraceSymmetric (G : Matrix ι ι ℂ → Matrix ι ι ℂ) : Prop :=
  ∀ A B, rtr (A * G B) = rtr (B * G A)

/-- A Roothaan iteration: all densities lie in `K`, and each new density minimises
`tr(F(D) X)` over `X` in `K`, where `D` is the preceding density. -/
def IsRoothaan (h : Matrix ι ι ℂ) (G : Matrix ι ι ℂ → Matrix ι ι ℂ)
    (K : Set (Matrix ι ι ℂ)) (D : ℕ → Matrix ι ι ℂ) : Prop :=
  ∀ k, D k ∈ K ∧ ∀ X ∈ K, rtr (fock h G (D k) * D (k + 1)) ≤ rtr (fock h G (D k) * X)

/-- The squared Frobenius distance of two matrices. -/
def distSq (A B : Matrix ι ι ℂ) : ℝ := ∑ i, ∑ j, ‖A i j - B i j‖ ^ 2

/-- At every step, `tr(F(D) X)` exceeds its value at the new density by at least `γ` times
the squared distance of `X` from the new density, for all `X` in `K`. -/
def UniformGap (h : Matrix ι ι ℂ) (G : Matrix ι ι ℂ → Matrix ι ι ℂ)
    (K : Set (Matrix ι ι ℂ)) (γ : ℝ) (D : ℕ → Matrix ι ι ℂ) : Prop :=
  ∀ k, ∀ X ∈ K, rtr (fock h G (D k) * D (k + 1)) + γ * distSq X (D (k + 1))
    ≤ rtr (fock h G (D k) * X)

variable {h : Matrix ι ι ℂ} {G : Matrix ι ι ℂ → Matrix ι ι ℂ}
  {K : Set (Matrix ι ι ℂ)} {D : ℕ → Matrix ι ι ℂ}

/-- For two equal densities the functional is twice the Hartree-Fock energy. -/
theorem pairEnergy_self (A : Matrix ι ι ℂ) : pairEnergy h G A A = 2 * hfEnergy h G A := by
  unfold pairEnergy hfEnergy
  ring

/-- The functional is `tr(h A) + tr(F(A) B)`. -/
theorem pairEnergy_eq_fock (hG : TraceSymmetric G) (A B : Matrix ι ι ℂ) :
    pairEnergy h G A B = rtr (h * A) + rtr (fock h G A * B) := by
  have h1 : rtr (G A * B) = rtr (B * G A) := by
    unfold rtr
    rw [Matrix.trace_mul_comm]
  have h2 : rtr (fock h G A * B) = rtr (h * B) + rtr (G A * B) := by
    simp only [rtr, fock, Matrix.add_mul, Matrix.trace_add, Complex.add_re]
  have h3 := hG A B
  unfold pairEnergy
  linarith

/-- Replacing the pair `(A, B)` by `(B, C)` lowers the functional by
`tr(F(B) A) - tr(F(B) C)`. -/
theorem pairEnergy_drop (hG : TraceSymmetric G) (A B C : Matrix ι ι ℂ) :
    pairEnergy h G A B - pairEnergy h G B C
      = rtr (fock h G B * A) - rtr (fock h G B * C) := by
  -- the functional is symmetric in its two densities
  have hs : pairEnergy h G A B = pairEnergy h G B A := by
    have := hG A B
    unfold pairEnergy
    linarith
  rw [hs, pairEnergy_eq_fock hG B A, pairEnergy_eq_fock hG B C]
  ring

/-- Along a Roothaan iteration the two-density functional of successive densities
never increases. -/
theorem pairEnergy_antitone (hG : TraceSymmetric G) (hD : IsRoothaan h G K D) :
    Antitone fun k => pairEnergy h G (D k) (D (k + 1)) := by
  refine antitone_nat_of_succ_le fun k => ?_
  change pairEnergy h G (D (k + 1)) (D (k + 2)) ≤ pairEnergy h G (D k) (D (k + 1))
  -- the old density `D k` competes in the minimisation that yields `D (k + 2)`
  have h1 : rtr (fock h G (D (k + 1)) * D (k + 2)) ≤ rtr (fock h G (D (k + 1)) * D k) :=
    (hD (k + 1)).2 _ (hD k).1
  have h2 := pairEnergy_drop (h := h) hG (D k) (D (k + 1)) (D (k + 2))
  linarith

/-- The functional stays constant over a step exactly when the density `D k` also minimises
`tr(F(D (k + 1)) X)` over `K`. -/
theorem pairEnergy_stalls_iff (hG : TraceSymmetric G) (hD : IsRoothaan h G K D) (k : ℕ) :
    pairEnergy h G (D (k + 1)) (D (k + 2)) = pairEnergy h G (D k) (D (k + 1)) ↔
      ∀ X ∈ K, rtr (fock h G (D (k + 1)) * D k) ≤ rtr (fock h G (D (k + 1)) * X) := by
  have h2 := pairEnergy_drop (h := h) hG (D k) (D (k + 1)) (D (k + 2))
  have hmin : ∀ X ∈ K, rtr (fock h G (D (k + 1)) * D (k + 2))
      ≤ rtr (fock h G (D (k + 1)) * X) := (hD (k + 1)).2
  constructor
  · intro he X hX
    have := hmin X hX
    linarith
  · intro hm
    have h3 := hm _ (hD (k + 2)).1
    have h4 := hmin _ (hD k).1
    linarith

/-- With a uniform gap `γ > 0` and the functional bounded below along the iteration,
the distance between the densities two steps apart tends to zero. -/
theorem two_step_distance_tendsto_zero (hG : TraceSymmetric G) (hK : ∀ k, D k ∈ K)
    {γ c : ℝ} (hγ : 0 < γ) (hgap : UniformGap h G K γ D)
    (hc : ∀ k, c ≤ pairEnergy h G (D k) (D (k + 1))) :
    Tendsto (fun k => distSq (D k) (D (k + 2))) atTop (𝓝 0) := by
  have hpos : ∀ A B : Matrix ι ι ℂ, 0 ≤ distSq A B := fun A B => by
    unfold distSq
    positivity
  have hD : IsRoothaan h G K D := fun k => ⟨hK k, fun X hX => by
    have h1 := hgap k X hX
    have h2 := mul_nonneg hγ.le (hpos X (D (k + 1)))
    linarith⟩
  -- a bounded monotone sequence converges, so its decrements vanish
  have hl := tendsto_atTop_ciInf (pairEnergy_antitone hG hD)
    ⟨c, by rintro _ ⟨k, rfl⟩; exact hc k⟩
  have hd := (hl.sub (hl.comp (tendsto_add_atTop_nat 1))).const_mul γ⁻¹
  rw [sub_self, mul_zero] at hd
  refine squeeze_zero (fun k => hpos _ _) (fun k => ?_) hd
  change distSq (D k) (D (k + 2)) ≤ γ⁻¹ *
    (pairEnergy h G (D k) (D (k + 1)) - pairEnergy h G (D (k + 1)) (D (k + 2)))
  have h1 : rtr (fock h G (D (k + 1)) * D (k + 2)) + γ * distSq (D k) (D (k + 2))
      ≤ rtr (fock h G (D (k + 1)) * D k) := hgap (k + 1) _ (hK k)
  rw [pairEnergy_drop hG, inv_mul_eq_div, le_div_iff₀ hγ]
  linarith

/-- The rank-one orthogonal projectors on two sites. -/
def projectors : Set (Matrix (Fin 2) (Fin 2) ℂ) := {X | Xᴴ = X ∧ X * X = X ∧ X.trace = 1}

/-- The on-site mean field of strength `U` on two sites. -/
def onsite (U : ℝ) (X : Matrix (Fin 2) (Fin 2) ℂ) : Matrix (Fin 2) (Fin 2) ℂ :=
  !![U * X 0 0, 0; 0, U * X 1 1]

/-- The density of a particle on the first site. -/
def siteA : Matrix (Fin 2) (Fin 2) ℂ := !![1, 0; 0, 0]

/-- The density of a particle on the second site. -/
def siteB : Matrix (Fin 2) (Fin 2) ℂ := !![0, 0; 0, 1]

/-- The sequence of densities that alternates between the two sites. -/
def hopping (k : ℕ) : Matrix (Fin 2) (Fin 2) ℂ := if Even k then siteA else siteB

/-- The squared distance of a rank-one projector from the density of one site is twice its
population on the other site. -/
theorem distSq_site {X : Matrix (Fin 2) (Fin 2) ℂ} (hX : X ∈ projectors) :
    distSq X siteB = 2 * (X 0 0).re ∧ distSq X siteA = 2 * (X 1 1).re := by
  obtain ⟨hH, hP, hT⟩ := hX
  have e0 := congrArg Complex.im (congrFun (congrFun hH 0) 0)
  have e1 := congrArg Complex.im (congrFun (congrFun hH 1) 1)
  have er := congrArg Complex.re (congrFun (congrFun hH 0) 1)
  have ei := congrArg Complex.im (congrFun (congrFun hH 0) 1)
  have p := congrArg Complex.re (congrFun (congrFun hP 0) 0)
  have t := congrArg Complex.re hT
  simp only [Matrix.conjTranspose_apply, Complex.star_def, Complex.conj_re,
    Complex.conj_im] at e0 e1 er ei
  simp only [Matrix.mul_apply, Fin.sum_univ_two, Complex.add_re, Complex.mul_re] at p
  simp only [Matrix.trace_fin_two, Complex.add_re, Complex.one_re] at t
  have i0 : (X 0 0).im = 0 := by linarith
  have i1 : (X 1 1).im = 0 := by linarith
  have r1 : (X 1 1).re = 1 - (X 0 0).re := by linarith
  rw [i0, er, ← ei] at p
  constructor
  · simp only [distSq, Fin.sum_univ_two, Complex.sq_norm, Complex.normSq_apply,
      Complex.sub_re, Complex.sub_im, show siteB 0 0 = 0 from rfl, show siteB 0 1 = 0 from rfl,
      show siteB 1 0 = 0 from rfl, show siteB 1 1 = 1 from rfl, Complex.zero_re,
      Complex.zero_im, Complex.one_re, Complex.one_im, i0, i1, r1, er, ← ei]
    linear_combination 2 * p
  · simp only [distSq, Fin.sum_univ_two, Complex.sq_norm, Complex.normSq_apply,
      Complex.sub_re, Complex.sub_im, show siteA 0 0 = 1 from rfl, show siteA 0 1 = 0 from rfl,
      show siteA 1 0 = 0 from rfl, show siteA 1 1 = 0 from rfl, Complex.zero_re,
      Complex.zero_im, Complex.one_re, Complex.one_im, i0, i1, r1, er, ← ei]
    linear_combination 2 * p

/-- For `h = 0` and on-site repulsion `U > 0`, the alternating densities form a Roothaan
iteration with uniform gap `U / 2` and vanishing functional, and no two successive
densities agree. -/
theorem hopping_witness {U : ℝ} (hU : 0 < U) :
    TraceSymmetric (onsite U) ∧ IsRoothaan 0 (onsite U) projectors hopping ∧
      UniformGap 0 (onsite U) projectors (U / 2) hopping ∧
      ∀ k, pairEnergy 0 (onsite U) (hopping k) (hopping (k + 1)) = 0 ∧
        hopping (k + 1) ≠ hopping k := by
  have hcase : ∀ k, (hopping k = siteA ∧ hopping (k + 1) = siteB) ∨
      (hopping k = siteB ∧ hopping (k + 1) = siteA) := fun k => by
    by_cases hk : Even k
    · left; simp [hopping, hk, Nat.even_add_one]
    · right; simp [hopping, hk, Nat.even_add_one]
  have fA : ∀ X, rtr (fock 0 (onsite U) siteA * X) = U * (X 0 0).re := fun X => by
    simp only [rtr, Matrix.trace_fin_two, Matrix.mul_apply, Fin.sum_univ_two]
    simp [fock, onsite, siteA]
  have fB : ∀ X, rtr (fock 0 (onsite U) siteB * X) = U * (X 1 1).re := fun X => by
    simp only [rtr, Matrix.trace_fin_two, Matrix.mul_apply, Fin.sum_univ_two]
    simp [fock, onsite, siteB]
  have hA : siteA ∈ projectors := by
    refine ⟨?_, ?_, ?_⟩
    · ext i j; fin_cases i <;> fin_cases j <;> simp [siteA]
    · ext i j; fin_cases i <;> fin_cases j <;> simp [siteA, Matrix.mul_apply]
    · simp [siteA, Matrix.trace_fin_two]
  have hB : siteB ∈ projectors := by
    refine ⟨?_, ?_, ?_⟩
    · ext i j; fin_cases i <;> fin_cases j <;> simp [siteB]
    · ext i j; fin_cases i <;> fin_cases j <;> simp [siteB, Matrix.mul_apply]
    · simp [siteB, Matrix.trace_fin_two]
  have b0 : (siteB 0 0).re = 0 := by simp [siteB]
  have a1 : (siteA 1 1).re = 0 := by simp [siteA]
  have hne : siteA ≠ siteB := fun he => by
    have := congrFun (congrFun he 0) 0
    simp [siteA, siteB] at this
  -- the repulsion makes the empty site the unique minimiser
  have hgap : UniformGap 0 (onsite U) projectors (U / 2) hopping := by
    intro k X hX
    rcases hcase k with ⟨h0, h1⟩ | ⟨h0, h1⟩
    · rw [h0, h1, fA, fA, b0, (distSq_site hX).1]
      linarith
    · rw [h0, h1, fB, fB, a1, (distSq_site hX).2]
      linarith
  refine ⟨?_, fun k => ⟨?_, fun X hX => ?_⟩, hgap, fun k => ?_⟩
  · intro A B
    simp only [rtr, onsite, Matrix.trace_fin_two, Matrix.mul_apply, Fin.sum_univ_two]
    simp
    ring
  · rcases hcase k with ⟨h0, _⟩ | ⟨h0, _⟩
    · rw [h0]; exact hA
    · rw [h0]; exact hB
  · have h1 := hgap k X hX
    have h2 : 0 ≤ distSq X (hopping (k + 1)) := by
      unfold distSq
      positivity
    have h3 := mul_nonneg (half_pos hU).le h2
    linarith
  · rcases hcase k with ⟨h0, h1⟩ | ⟨h0, h1⟩
    · rw [h0, h1]
      exact ⟨by simp [pairEnergy, rtr, onsite, siteA, siteB, Matrix.trace_fin_two], hne.symm⟩
    · rw [h0, h1]
      exact ⟨by simp [pairEnergy, rtr, onsite, siteA, siteB, Matrix.trace_fin_two], hne⟩

end

end RoothaanDescent
```

```lean
#print axioms RoothaanDescent.pairEnergy_self
-- 'RoothaanDescent.pairEnergy_self' depends on axioms: [propext, Classical.choice, Quot.sound]
#print axioms RoothaanDescent.pairEnergy_antitone
-- 'RoothaanDescent.pairEnergy_antitone' depends on axioms: [propext, Classical.choice, Quot.sound]
#print axioms RoothaanDescent.pairEnergy_stalls_iff
-- 'RoothaanDescent.pairEnergy_stalls_iff' depends on axioms: [propext, Classical.choice, Quot.sound]
#print axioms RoothaanDescent.two_step_distance_tendsto_zero
-- 'RoothaanDescent.two_step_distance_tendsto_zero' depends on axioms: [propext, Classical.choice, Quot.sound]
```

## Densities, Fock matrices and the admissible set

The index type `ι` labels a finite orthonormal basis, so no overlap matrix appears. Densities and the core Hamiltonian $h$ are complex matrices, and `rtr` is the real part of the trace. Below, $\mathrm{tr}$ always means this real part; for products of two Hermitian matrices it is the trace itself.

The mean field is a map $G$ from matrices to matrices, with Fock matrix $F(D)=h+G(D)$ (`fock`). The energy `hfEnergy` and the two-density functional `pairEnergy` are

$$E_{\rm HF}(D)=\mathrm{tr}(hD)+\tfrac12\mathrm{tr}(D\,G(D)),\qquad E(A,B)=\mathrm{tr}(hA)+\mathrm{tr}(hB)+\mathrm{tr}(A\,G(B)).$$

`TraceSymmetric G` says that $\mathrm{tr}(A\,G(B))=\mathrm{tr}(B\,G(A))$ for all $A,B$. For Coulomb and exchange it expresses that the interaction is unchanged when the two electrons are swapped. The general theorems other than `pairEnergy_self` assume it; it is proved only for the two-site example.

`IsRoothaan h G K D` says that every $D_k$ lies in $K$ and that $D_{k+1}$ minimises $\mathrm{tr}(F(D_k)X)$ over $X\in K$. With $K$ the orthogonal projectors of rank $N$, this is the aufbau step of filling the $N$ lowest orbitals of $F(D_k)$. The theorems allow any set $K$, and they take the minimisers as given. Damping and extrapolation change the step and are not covered. A constant level shift $b$ is covered if $G(D)$ is replaced by $G(D)-bD$, which is again trace-symmetric; the functional then contains the shifted mean field.

## The functional goes down

Write $E_k=E(D_k,D_{k+1})$. The theorem `pairEnergy_antitone` states that $E_k$ is nonincreasing in $k$.

For equal arguments, $E(A,A)=2\,\mathrm{tr}(hA)+\mathrm{tr}(A\,G(A))=2E_{\rm HF}(A)$, which is `pairEnergy_self`. For different arguments, symmetry of $G$ and cyclicity of the trace give

$$E(A,B)=\mathrm{tr}(hA)+\mathrm{tr}(hB)+\mathrm{tr}(G(A)B)=\mathrm{tr}(hA)+\mathrm{tr}(F(A)B).$$

This is `pairEnergy_eq_fock`; its proof uses `Matrix.trace_mul_comm` for cyclicity, splits the Fock trace by linearity, and adds up with `linarith`.

Symmetry of $G$ also gives $E(A,B)=E(B,A)$. Therefore

$$E(A,B)-E(B,C)=E(B,A)-E(B,C)=\mathrm{tr}(F(B)A)-\mathrm{tr}(F(B)C),$$

because $\mathrm{tr}(hB)$ cancels. This is `pairEnergy_drop`. For three successive densities it reads

$$E_k-E_{k+1}=\mathrm{tr}(F(D_{k+1})D_k)-\mathrm{tr}(F(D_{k+1})D_{k+2})\ge 0,$$

since $D_{k+2}$ minimises $\mathrm{tr}(F(D_{k+1})X)$ and $D_k\in K$ is one of its competitors. In the Lean proof, `h1` is this comparison and `h2` is the drop formula; `antitone_nat_of_succ_le` passes from single steps to the whole sequence.

The same formula settles equality. $E_{k+1}=E_k$ holds exactly when $D_k$ gives the same value of $\mathrm{tr}(F(D_{k+1})X)$ as the minimiser $D_{k+2}$, that is, when $D_k$ is a minimiser too. The two directions of `pairEnergy_stalls_iff` are these two readings.

In the limiting case $G=0$, every step minimises $\mathrm{tr}(hX)$, with minimum $m$. Then $E_0=\mathrm{tr}(hD_0)+m$ and $E_k=2m$ for all $k\ge1$: the functional can drop only once.

## A gap makes the two-step distance vanish

Let $d(A,B)=\sum_{ij}|A_{ij}-B_{ij}|^2$, the squared Frobenius distance `distSq`. `UniformGap` demands, with one constant $\gamma$ for all $k$ and all $X\in K$,

$$\mathrm{tr}(F(D_k)X)\ge\mathrm{tr}(F(D_k)D_{k+1})+\gamma\,d(X,D_{k+1}).$$

The constant measures how much Fock energy it costs to leave the aufbau density. For projectors of fixed rank and Hermitian Fock matrices, if the gap between the highest occupied and lowest empty level is at least $\delta>0$ at every step, with the same $\delta$ throughout, then $\gamma=\delta/2$ serves.

Taking the inequality at step $k+1$ with $X=D_k$ and inserting the drop formula gives

$$\gamma\,d(D_k,D_{k+2})\le E_k-E_{k+1}.$$

If $\gamma>0$ and $E_k\ge c$ for some constant $c$, the nonincreasing sequence $E_k$ converges, its decrements tend to zero, and so does $d(D_k,D_{k+2})$. The bound $c$ excludes an energy that runs off to $-\infty$.

The proof of `two_step_distance_tendsto_zero` first recovers `IsRoothaan` from the gap, as $\gamma d\ge0$. Then `tendsto_atTop_ciInf` supplies the limit of $E_k$, subtracting the shifted sequence gives vanishing decrements, and `squeeze_zero` transfers this to the distance. The conclusion concerns the size of the two-step changes; it does not state that the even or the odd densities converge.

## Two sites on which the density never settles

Take $h=0$, $U>0$ and $G(X)=\mathrm{diag}(UX_{00},UX_{11})$, with $K$ the rank-one orthogonal projectors. This is the mean field of a closed-shell electron pair on two Hubbard sites without hopping, where $X$ is the density per spin and $U$ is the repulsion of two electrons on one site. With this per-spin density, `hfEnergy` is half the energy of the pair.

The map $G$ is trace-symmetric, because $\mathrm{tr}(A\,G(B))$ is the real part of $U(A_{00}B_{00}+A_{11}B_{11})$.

For a projector $X$ in $K$ put $x=X_{00}$ and $z=X_{01}$. Then $X_{11}=1-x$, and the $(0,0)$ entry of $X^2=X$ gives $x^2+|z|^2=x$. Hence

$$d(X,\texttt{siteB})=x^2+2|z|^2+x^2=2x,$$

$$d(X,\texttt{siteA})=2(1-x)^2+2|z|^2=2(1-x).$$

This is `distSq_site`, where `linear_combination 2 * p` uses the same idempotency equation.

From `siteA` the Fock matrix is $\mathrm{diag}(U,0)$, so $\mathrm{tr}(FX)=Ux=\tfrac U2\,d(X,\texttt{siteB})$. The unique minimiser is `siteB`, with $\gamma=U/2$. From `siteB` the roles are exchanged. The sequence `hopping` therefore alternates forever, with $E_k=0$ throughout, because successive densities share no site.

The theorem `hopping_witness` collects these facts: `hcase` splits by the parity of $k$, `fA` and `fB` compute the two Fock traces, and `hgap` combines them with the distances. All hypotheses of the two-step theorem are met, yet successive densities always differ. Descent of the functional thus does not make the SCF densities converge, even in this two-site model with a constant gap.

For a start away from the cycle, take $U=4$ and

$$D_0=\begin{pmatrix}3/4&\sqrt3/4\\ \sqrt3/4&1/4\end{pmatrix}.$$

Then $F(D_0)=\mathrm{diag}(3,1)$, so $D_1$ is `siteB`; next $F(D_1)=\mathrm{diag}(0,4)$, so $D_2$ is `siteA`. The functional falls from $E_0=4\cdot\tfrac14=1$ to $E_1=0$. Meanwhile `hfEnergy`, half the Hartree-Fock energy of the pair, rises from $\tfrac12\cdot4\left(\tfrac9{16}+\tfrac1{16}\right)=\tfrac54$ to $2$, and stays there.
